# Conjugating fermionic creation operators by the exponential of a one-body operator

Q: Your creation and annihilation operators are arbitrary complex matrices that are assumed to satisfy the anticommutation relations. I see no Fock space, no vacuum, and not even the condition that $c_p$ is the adjoint of $a_p$. Is this still about fermions?

A: Yes. The results below use only those relations, so they hold for any matrices that obey them, and fermions on a finite set of modes are the intended case. For mode indices $p,q$ the assumptions are
$$a_pa_q+a_qa_p=0,\qquad c_pc_q+c_qc_p=0,\qquad a_pc_q+c_qa_p=\delta_{pq}.$$
Take any complex matrix $A$ on the mode indices, and set $G=\sum_{pq}A_{pq}c_pa_q$ and $c(f)=\sum_p f_pc_p$. The claim is
$$e^{G}\,c(f)\,e^{-G}=c(e^{A}f).$$
Physical creation operators, with $c_p=a_p^\dagger$, are a special case.

```lean
import Mathlib

open Matrix
open NormedSpace (exp)

namespace FermionGaussianConjugation

noncomputable section

variable {m n : Type*} [Fintype m] [DecidableEq m] [Fintype n] [DecidableEq n]

/-- The canonical anticommutation relations for annihilation matrices `a p` and creation
matrices `c p`. -/
structure IsCAR (a c : m → Matrix n n ℂ) : Prop where
  aa : ∀ p q, a p * a q + a q * a p = 0
  cc : ∀ p q, c p * c q + c q * c p = 0
  ac : ∀ p q, a p * c q + c q * a p = if p = q then 1 else 0
```

Q: What would change if you built the Fock space?

A: One would take occupation-number states as a basis, define $a_p$ with its signs, and set $c_p=a_p^\dagger$. The anticommutation relations would then be a theorem instead of a hypothesis, and there would be a vacuum and a definite dimension $2^M$ for $M$ modes. The price is that the result would hold for that one representation, while here it applies to any matrices obeying the relations, whatever the basis or sign convention.

Q: And the two sums?

A: They are defined as follows. The type `m` labels modes, `n` labels basis states of the many-body space, and both are finite.

```lean
/-- The operator `x(f) = ∑ f_p x_p` with coefficient vector `f`. -/
def smeared (x : m → Matrix n n ℂ) (f : m → ℂ) : Matrix n n ℂ := ∑ p, f p • x p

/-- The one-body operator `G(A) = ∑ A_pq c_p a_q`. -/
def secondQuantized (a c : m → Matrix n n ℂ) (A : Matrix m m ℂ) : Matrix n n ℂ :=
  ∑ p, ∑ q, A p q • (c p * a q)
```

Q: So `smeared a g` is $a(g)=\sum_p g_pa_p$, without a complex conjugate on $g$?

A: Yes. Many texts make $a(g)$ antilinear in $g$; here it is linear, and this affects how the annihilation law looks.

Q: Show me the derivation by hand before any more code.

A: Start with one term of $G$. Adding and subtracting $c_pc_ra_q$ gives
$$[c_pa_q,c_r]=c_p(a_qc_r+c_ra_q)-(c_pc_r+c_rc_p)a_q=\delta_{qr}c_p.$$
Summing with weights $A_{pq}$ gives $[G,c_r]=\sum_pA_{pr}c_p$, and by linearity
$$[G,c(v)]=\sum_{r}v_r\sum_pA_{pr}c_p=c(Av).$$
Now let $v(t)=e^{tA}f$ and $F(t)=e^{-tG}c(v(t))e^{tG}$. Since $v'=Av$,
$$F'(t)=e^{-tG}\bigl(-G\,c(v)+c(Av)+c(v)\,G\bigr)e^{tG}=0.$$
Hence $F(1)=F(0)$, that is, $e^{-G}c(e^Af)e^{G}=c(f)$. Multiplying by $e^{G}$ on the left and $e^{-G}$ on the right gives the claim.

Q: You never diagonalised $A$.

A: There was no need to, so $A$ may be non-Hermitian or defective. The Lean proof follows the same path and first isolates the differentiation step.

```lean
/-- If the commutator with `X` acts on a linear family `Φ` as left multiplication of its argument by
`K`, then `exp (-X) * Φ (exp K) * exp X = Φ 1`. -/
theorem exp_conj_of_commutator {R S : Type*} [NormedRing R] [NormedAlgebra ℂ R]
    [FiniteDimensional ℂ R] [NormedRing S] [NormedAlgebra ℂ S] [FiniteDimensional ℂ S]
    (X : R) (K : S) (Φ : S →ₗ[ℂ] R) (hΦ : ∀ B, X * Φ B - Φ B * X = Φ (K * B)) :
    exp (-X) * Φ (exp K) * exp X = Φ 1 := by
  have : CompleteSpace R := FiniteDimensional.complete ℂ R
  have : CompleteSpace S := FiniteDimensional.complete ℂ S
  have key : ∀ E F P : R,
      (E * -X * P + E * (X * P - P * X)) * F + E * P * (X * F) = 0 := by
    intro E F P
    noncomm_ring
  -- the interpolating path has zero derivative
  have hF : ∀ t : ℂ, HasDerivAt
      (fun u : ℂ => exp (u • (-X)) * Φ (exp (u • K)) * exp (u • X)) 0 t := by
    intro t
    have h1 : HasDerivAt (fun u : ℂ => exp (u • (-X))) (exp (t • (-X)) * -X) t := by
      apply hasDerivAt_exp_smul_const
    have hK : HasDerivAt (fun u : ℂ => exp (u • K)) (K * exp (t • K)) t := by
      apply hasDerivAt_exp_smul_const'
    have h2 : HasDerivAt (fun u : ℂ => Φ (exp (u • K))) (Φ (K * exp (t • K))) t :=
      (LinearMap.toContinuousLinearMap Φ).hasFDerivAt.comp_hasDerivAt t hK
    have h3 : HasDerivAt (fun u : ℂ => exp (u • X)) (X * exp (t • X)) t := by
      apply hasDerivAt_exp_smul_const'
    refine ((h1.fun_mul h2).fun_mul h3).congr_deriv ?_
    rw [← hΦ]
    exact key _ _ _
  have h := is_const_of_deriv_eq_zero (fun t => (hF t).differentiableAt)
    (fun t => (hF t).deriv) 1 0
  simpa using h
```

Q: That speaks of a linear map `Φ` between two algebras. Where is my $c(v(t))$?

A: It is $\Phi(e^{tK})$, where $\Phi(B)=c(Bf)$ and $K=A$. The hypothesis `hΦ` is the commutator rule $[X,\Phi(B)]=\Phi(KB)$. In the proof, `h1`, `h2` and `h3` differentiate the three factors, the product rule combines them, and `key` is the algebraic cancellation in $F'(t)$. Finite dimension makes $\Phi$ continuous, so that it may be applied to a derivative. A function with zero derivative takes equal values at 1 and 0, which finishes the lemma.

The next two results invert the exponential and return to smeared operators.

```lean
/-- The exponentials of `X` and `-X` are inverse to each other. -/
theorem exp_mul_exp_neg (X : Matrix n n ℂ) : exp X * exp (-X) = 1 := by
  rw [← Matrix.exp_add_of_commute _ _ (Commute.refl X).neg_right, add_neg_cancel,
    NormedSpace.exp_zero]

/-- If the commutator with `X` mixes the operators `x_r` linearly through a matrix `K`, then
conjugation with `exp X` mixes them through `exp K`. -/
theorem exp_conj_smeared (X : Matrix n n ℂ) (K : Matrix m m ℂ) (x : m → Matrix n n ℂ)
    (h : ∀ r, X * x r - x r * X = ∑ p, K p r • x p) (f : m → ℂ) :
    exp X * smeared x f * exp (-X) = smeared x (exp K *ᵥ f) := by
  have hs : ∀ v, X * smeared x v - smeared x v * X = smeared x (K *ᵥ v) := by
    intro v
    simp only [smeared, Matrix.mulVec, dotProduct, Finset.mul_sum, Finset.sum_mul,
      mul_smul_comm, smul_mul_assoc, ← Finset.sum_sub_distrib, ← smul_sub, h,
      Finset.smul_sum, Finset.sum_smul, smul_smul]
    rw [Finset.sum_comm]
    exact Finset.sum_congr rfl fun p _ => Finset.sum_congr rfl fun r _ => by
      rw [mul_comm (v r)]
  let Φ : Matrix m m ℂ →ₗ[ℂ] Matrix n n ℂ :=
    { toFun := fun B => smeared x (B *ᵥ f)
      map_add' := by
        intro B C
        simp [smeared, Matrix.add_mulVec, add_smul, Finset.sum_add_distrib]
      map_smul' := by
        intro r B
        have hr : (r • B) *ᵥ f = r • (B *ᵥ f) := by
          ext i
          simp [Matrix.mulVec, dotProduct, Finset.mul_sum, mul_assoc]
        simp [smeared, hr, Finset.smul_sum, mul_smul] }
  have hΦ : ∀ B, X * Φ B - Φ B * X = Φ (K * B) := by
    intro B
    change X * smeared x (B *ᵥ f) - smeared x (B *ᵥ f) * X = smeared x ((K * B) *ᵥ f)
    rw [hs, Matrix.mulVec_mulVec]
  have key : exp (-X) * Φ (exp K) * exp X = Φ 1 := by
    let : NormedRing (Matrix n n ℂ) := Matrix.linftyOpNormedRing
    let : NormedAlgebra ℂ (Matrix n n ℂ) := Matrix.linftyOpNormedAlgebra
    let : NormedRing (Matrix m m ℂ) := Matrix.linftyOpNormedRing
    let : NormedAlgebra ℂ (Matrix m m ℂ) := Matrix.linftyOpNormedAlgebra
    exact exp_conj_of_commutator X K Φ hΦ
  have h1 : Φ 1 = smeared x f := by
    change smeared x ((1 : Matrix m m ℂ) *ᵥ f) = smeared x f
    rw [Matrix.one_mulVec]
  -- undo the conjugation
  calc exp X * smeared x f * exp (-X)
      = exp X * (exp (-X) * Φ (exp K) * exp X) * exp (-X) := by rw [key, h1]
    _ = (exp X * exp (-X)) * Φ (exp K) * (exp X * exp (-X)) := by simp only [mul_assoc]
    _ = Φ (exp K) := by rw [exp_mul_exp_neg, one_mul, mul_one]
```

Q: Why is this stated for a general family `x`?

A: So that it serves both $c$ and $a$. Inside, `hs` extends the commutator rule from single operators to coefficient vectors, `hΦ` turns it into the form that the previous lemma requires, and the final `calc` undoes the conjugation. The proof picks a matrix norm in order to differentiate; no norm appears in the statement.

Q: Then all the fermionic content must sit in the commutators.

A: For the conjugation laws it does: their proofs use the anticommutation relations only in these two lemmas. The trace formula at the end will use the relations once more.

```lean
/-- The commutator of `G(A)` with a creation operator: `[G(A), c_r] = ∑ A_pr c_p`. -/
theorem commutator_creation {a c : m → Matrix n n ℂ} (h : IsCAR a c) (A : Matrix m m ℂ)
    (r : m) : secondQuantized a c A * c r - c r * secondQuantized a c A
      = ∑ p, A p r • c p := by
  have h1 : ∀ p q, c p * a q * c r - c r * (c p * a q) = if q = r then c p else 0 := by
    intro p q
    have e : c p * a q * c r - c r * (c p * a q)
        = c p * (a q * c r + c r * a q) - (c p * c r + c r * c p) * a q := by noncomm_ring
    rw [e, h.ac, h.cc]
    split_ifs <;> simp
  simp only [secondQuantized, Finset.sum_mul, Finset.mul_sum, smul_mul_assoc,
    mul_smul_comm, ← Finset.sum_sub_distrib, ← smul_sub, h1]
  simp

/-- The commutator of `G(A)` with an annihilation operator: `[G(A), a_r] = -∑ A_rq a_q`. -/
theorem commutator_annihilation {a c : m → Matrix n n ℂ} (h : IsCAR a c)
    (A : Matrix m m ℂ) (r : m) :
    secondQuantized a c A * a r - a r * secondQuantized a c A = ∑ q, (-Aᵀ) q r • a q := by
  have h1 : ∀ p q, c p * a q * a r - a r * (c p * a q) = if r = p then -a q else 0 := by
    intro p q
    have e : c p * a q * a r - a r * (c p * a q)
        = c p * (a q * a r + a r * a q) - (a r * c p + c p * a r) * a q := by noncomm_ring
    rw [e, h.ac, h.aa]
    split_ifs <;> simp
  simp only [secondQuantized, Finset.sum_mul, Finset.mul_sum, smul_mul_assoc,
    mul_smul_comm, ← Finset.sum_sub_distrib, ← smul_sub, h1]
  rw [Finset.sum_comm]
  simp
```

A: In each, `e` is the add-and-subtract identity, and the anticommutation relations then evaluate the brackets. For annihilation operators the identity is
$$[c_pa_q,a_r]=c_p(a_qa_r+a_ra_q)-(a_rc_p+c_pa_r)a_q=-\delta_{rp}a_q,$$
so $[G,a_r]=-\sum_qA_{rq}a_q$. The coefficient of $a_q$ is the $(q,r)$ entry of $-A^{T}$, which is why the transpose appears. Both conjugation laws now follow at once.

```lean
/-- Conjugation with the exponential of a one-body operator transforms creation operators by
the one-particle exponential: `exp(G(A)) c(f) exp(-G(A)) = c(exp(A) f)`. -/
theorem exp_conj_creation {a c : m → Matrix n n ℂ} (h : IsCAR a c) (A : Matrix m m ℂ)
    (f : m → ℂ) :
    exp (secondQuantized a c A) * smeared c f * exp (-secondQuantized a c A)
      = smeared c (exp A *ᵥ f) :=
  exp_conj_smeared _ A c (commutator_creation h A) f

/-- Annihilation operators transform by the inverse transpose:
`exp(G(A)) a(g) exp(-G(A)) = a(exp(-Aᵀ) g)`. -/
theorem exp_conj_annihilation {a c : m → Matrix n n ℂ} (h : IsCAR a c) (A : Matrix m m ℂ)
    (g : m → ℂ) :
    exp (secondQuantized a c A) * smeared a g * exp (-secondQuantized a c A)
      = smeared a (exp (-Aᵀ) *ᵥ g) :=
  exp_conj_smeared _ (-Aᵀ) a (commutator_annihilation h A) g
```

Q: I would have expected a dagger, not a transpose.

A: That is the linear convention for $a(g)$ at work. For an orbital rotation, $A$ is anti-Hermitian and $U=e^{A}$ is unitary. Then $-A^{T}=\overline{A}$, so $c(f)$ goes to $c(Uf)$ and $a(g)$ goes to $a(\overline{U}g)$, as it should. In electronic structure this is the rule by which the exponential of a one-body operator rotates a finite set of orbitals; two-body interactions and pairing terms such as $c_pc_q$ in the exponent are not covered.

Q: Where does temperature come in?

A: Through the choice $A=-\beta(h-\mu)$, with one-particle Hamiltonian $h$, inverse temperature $\beta$ and chemical potential $\mu$. Then $e^{G}$ is the unnormalised grand-canonical weight of non-interacting fermions. The conjugation law says $e^{G}c(f)=c(e^{A}f)e^{G}$, and cyclicity of the trace gives
$$\operatorname{Tr}\bigl(e^{G}c(f)a(g)\bigr)=\operatorname{Tr}\bigl(c(e^{A}f)e^{G}a(g)\bigr)=\operatorname{Tr}\bigl(e^{G}a(g)c(e^{A}f)\bigr).$$

```lean
/-- Exchange relation under the trace with weight `exp(G(A))`: moving `c(f)` from the left of
`a(g)` to its right replaces `f` by `exp(A) f`. -/
theorem trace_exchange {a c : m → Matrix n n ℂ} (h : IsCAR a c) (A : Matrix m m ℂ)
    (f g : m → ℂ) :
    trace (exp (secondQuantized a c A) * (smeared c f * smeared a g))
      = trace (exp (secondQuantized a c A) * (smeared a g * smeared c (exp A *ᵥ f))) := by
  have hinv : exp (-secondQuantized a c A) * exp (secondQuantized a c A) = 1 :=
    mul_eq_one_comm.mp (exp_mul_exp_neg (secondQuantized a c A))
  have hI : exp (secondQuantized a c A) * smeared c f
      = smeared c (exp A *ᵥ f) * exp (secondQuantized a c A) := by
    rw [← exp_conj_creation h A f, mul_assoc (exp (secondQuantized a c A) * smeared c f),
      hinv, mul_one]
  rw [← mul_assoc, hI, mul_assoc, Matrix.trace_mul_comm, mul_assoc]
```

A: In that proof `hI` is the rearranged conjugation law, and `Matrix.trace_mul_comm` is the cyclic step.

Q: I want the Fermi function, not an exchange rule.

A: Add $\operatorname{Tr}(e^{G}c(e^{A}f)a(g))$ to both sides. The right-hand side then contains an anticommutator, which is a number:
$$a(g)c(v)+c(v)a(g)=\sum_pg_pv_p=g\cdot v.$$
With $v=e^{A}f$ this yields
$$\operatorname{Tr}\bigl(e^{G}c((1+e^{A})f)a(g)\bigr)=(g\cdot e^{A}f)\operatorname{Tr}e^{G}.$$

```lean
/-- Fermi–Dirac relation for the unnormalised weight `exp(G(A))`:
`Tr(exp(G) c((1 + exp A) f) a(g)) = (g · exp(A) f) Tr exp(G)`. -/
theorem fermi_dirac {a c : m → Matrix n n ℂ} (h : IsCAR a c) (A : Matrix m m ℂ)
    (f g : m → ℂ) :
    trace (exp (secondQuantized a c A) * (smeared c ((1 + exp A) *ᵥ f) * smeared a g))
      = (g ⬝ᵥ (exp A *ᵥ f)) * trace (exp (secondQuantized a c A)) := by
  have hadd : smeared c ((1 + exp A) *ᵥ f) = smeared c f + smeared c (exp A *ᵥ f) := by
    simp [smeared, Matrix.add_mulVec, add_smul, Finset.sum_add_distrib]
  -- the anticommutator of two smeared operators is a number
  have hanti : ∀ v, smeared a g * smeared c v + smeared c v * smeared a g
      = (g ⬝ᵥ v) • (1 : Matrix n n ℂ) := by
    intro v
    have e1 : smeared a g * smeared c v = ∑ p, ∑ q, (g p * v q) • (a p * c q) := by
      simp only [smeared, Finset.sum_mul_sum, smul_mul_smul_comm]
    have e2 : smeared c v * smeared a g = ∑ p, ∑ q, (g p * v q) • (c q * a p) := by
      simp only [smeared, Finset.sum_mul_sum, smul_mul_smul_comm]
      rw [Finset.sum_comm]
      exact Finset.sum_congr rfl fun p _ => Finset.sum_congr rfl fun q _ => by
        rw [mul_comm (v q)]
    rw [e1, e2]
    simp only [← Finset.sum_add_distrib, ← smul_add, h.ac, smul_ite, smul_zero,
      Finset.sum_ite_eq, Finset.mem_univ, if_true, dotProduct, Finset.sum_smul]
  rw [hadd, add_mul, mul_add, Matrix.trace_add, trace_exchange h, ← Matrix.trace_add,
    ← mul_add, hanti, mul_smul_comm, mul_one, Matrix.trace_smul, smul_eq_mul]
```

A: Here `hadd` splits the smeared operator on the left, `hanti` computes the anticommutator, and the final `rw` applies the exchange relation and combines the two traces.

Q: That is still not $1/(e^{\beta(\varepsilon-\mu)}+1)$.

A: Two divisions are missing, and they need conditions that a general complex $A$ can violate. For a single mode in its usual two-dimensional space with $A=i\pi$, both $1+e^{A}$ and $\operatorname{Tr}e^{G}=1+e^{A}$ vanish. In the thermal case $h$ is Hermitian, $c_p=a_p^\dagger$, and the state space is not zero. Then $1+e^{A}$ is invertible and the trace is positive. Replacing $f$ by $(1+e^{A})^{-1}f$ and dividing by the trace gives
$$\langle c(f)a(g)\rangle=g\cdot\bigl(e^{\beta(h-\mu)}+1\bigr)^{-1}f.$$
With $f$ a normalised eigenvector of $h$ with energy $\varepsilon$ and $g=\overline{f}$ its complex conjugate, this is the Fermi function. The theorem stops before these divisions; the normalised formula is a short deduction from it.

Q: One last doubt. If no matrices satisfied your relations, all of this would be empty.

A: Two modes on a four-dimensional space settle that.

```lean
/-- Jordan–Wigner annihilation matrices of two fermionic modes. -/
def jordanWigner : Fin 2 → Matrix (Fin 4) (Fin 4) ℂ :=
  ![!![0, 0, 1, 0; 0, 0, 0, 1; 0, 0, 0, 0; 0, 0, 0, 0],
    !![0, 1, 0, 0; 0, 0, 0, 0; 0, 0, 0, -1; 0, 0, 0, 0]]

/-- The two Jordan–Wigner matrices and their adjoints satisfy the canonical anticommutation
relations. -/
theorem isCAR_witness : IsCAR jordanWigner (fun p => (jordanWigner p)ᴴ) := by
  constructor <;> intro p q <;> fin_cases p <;> fin_cases q <;> ext i j <;>
    simp only [Matrix.add_apply, Matrix.mul_apply, Matrix.conjTranspose_apply,
      Fin.sum_univ_four] <;>
    fin_cases i <;> fin_cases j <;> simp [jordanWigner]

end

end FermionGaussianConjugation
```

A: Number the modes 0 and 1, as Lean does, and let basis state $2n_0+n_1$ have occupations $n_0$ and $n_1$. The first matrix empties mode 0. The second empties mode 1, with a minus sign when mode 0 is occupied, and that sign makes the two modes anticommute. The creation matrices are the conjugate transposes, so this example is the physical case. The proof checks every relation entry by entry.

Q: So what remains assumed is the anticommutation relations and finiteness.

A: Yes. Infinitely many modes, as in a continuum or an infinite lattice, would bring in questions of convergence and of the existence of the trace that finite matrices do not raise.

```lean
#print axioms FermionGaussianConjugation.exp_conj_creation
#print axioms FermionGaussianConjugation.exp_conj_annihilation
#print axioms FermionGaussianConjugation.fermi_dirac
```

```
'FermionGaussianConjugation.exp_conj_creation' depends on axioms: [propext, Classical.choice, Quot.sound]
'FermionGaussianConjugation.exp_conj_annihilation' depends on axioms: [propext, Classical.choice, Quot.sound]
'FermionGaussianConjugation.fermi_dirac' depends on axioms: [propext, Classical.choice, Quot.sound]
```
